# Two real forms of A + iw for positive definite A: one coercive, one indefinite

Take one complex equation, $(\alpha+iw)(x+iy)=b+ic$, with all letters real and $\alpha>0$. Its real and imaginary parts are

$$\alpha x-wy=b,\qquad wx+\alpha y=c .$$

The coefficient matrix is not symmetric when $w\neq0$, but its quadratic form is simple: $x(\alpha x-wy)+y(wx+\alpha y)=\alpha(x^2+y^2)$. The coupling terms have opposite signs and cancel. Now change the sign of the second equation. The matrix becomes symmetric and the form becomes $\alpha x^2-2wxy-\alpha y^2$, which is $\alpha$ at $(1,0)$ and $-\alpha$ at $(0,1)$. The sign change gives symmetry and loses positivity.

The parts below replace $\alpha$ by a real symmetric matrix $A$ with $x\cdot Ax\ge a\,x\cdot x$ for all $x$, where $a>0$. Such systems occur in electronic structure when a column of the resolvent of a finite real symmetric Hamiltonian matrix $H$ is computed at a complex energy whose real part $E$ lies below the spectrum. Then $A=H-E$, the shift $w$ is the imaginary part up to sign, and $a$ can be the distance from $E$ to the lowest eigenvalue. For $E$ inside the spectrum the hypothesis on $A$ fails.

## The matrices and the stacked vectors

The finite type `n` labels the basis, and `A : Matrix n n ℝ` is the matrix in that basis. Block matrices have index type `n ⊕ n`, one copy for the real part and one for the imaginary part.

In Lean 4 with Mathlib:

```lean
import Mathlib

open Matrix

namespace ShiftedRealForms

variable {n : Type*} [Fintype n] [DecidableEq n]
```

The first form, written $K$ below, is `realForm A w`. The shift is a multiple of the identity, so a non-orthogonal basis, where an overlap matrix would multiply $w$, is not included.

```lean
/-- The real block form `[[A, -w], [w, A]]` of the shifted matrix `A + iw`. -/
def realForm (A : Matrix n n ℝ) (w : ℝ) : Matrix (n ⊕ n) (n ⊕ n) ℝ :=
  fromBlocks A (-(w • 1)) (w • 1) A
```

The second form, written $S$, is `symForm A w`.

```lean
/-- The block form `[[A, -w], [-w, -A]]`, obtained from the real form by changing the sign
of the second block row. -/
def symForm (A : Matrix n n ℝ) (w : ℝ) : Matrix (n ⊕ n) (n ⊕ n) ℝ :=
  fromBlocks A (-(w • 1)) (-(w • 1)) (-A)
```

A complex vector is assembled from its real and imaginary parts.

```lean
/-- The complex vector `x + iy` with real part `x` and imaginary part `y`. -/
def complexVec (x y : n → ℝ) : n → ℂ := fun i => ⟨x i, y i⟩
```

The real vector with blocks $x$ and $y$, written $(x,y)$, is `Sum.elim x y`. The symbol `⬝ᵥ` is the real dot product and `*ᵥ` applies a matrix to a vector. Squared norms appear as $v\cdot v$.

## (a) The dot product of stacked vectors

**Task.** Show that the dot product splits over the blocks:

$$(x,y)\cdot(x',y')=x\cdot x'+y\cdot y'.$$

**Solution.** The sum over `n ⊕ n` runs over the first copy of the index set and then over the second. The first part is $\sum_i x_ix'_i$, the second $\sum_i y_iy'_i$. The proof splits the sum in the same way, with `Fintype.sum_sum_type`.

```lean
omit [DecidableEq n] in
/-- The dot product of two block vectors is the sum of the dot products of their blocks. -/
theorem elim_dot (x y x' y' : n → ℝ) :
    Sum.elim x y ⬝ᵥ Sum.elim x' y' = x ⬝ᵥ x' + y ⬝ᵥ y' := by
  simp [dotProduct, Fintype.sum_sum_type]
```

## (b) The action of the first form

**Task.** Apply $K$ to a stacked vector and obtain

$$K(x,y)=(Ax-wy,\;wx+Ay).$$

**Solution.** The first block row of $K$ is $(A,-w)$ and gives $Ax-wy$. The second is $(w,A)$ and gives $wx+Ay$. In the code `fromBlocks_mulVec` does the block multiplication.

```lean
/-- The real form sends `(x, y)` to `(Ax - wy, wx + Ay)`. -/
theorem realForm_mulVec (A : Matrix n n ℝ) (w : ℝ) (x y : n → ℝ) :
    realForm A w *ᵥ Sum.elim x y = Sum.elim (A *ᵥ x - w • y) (w • x + A *ᵥ y) := by
  simp [realForm, fromBlocks_mulVec, neg_mulVec, smul_mulVec, sub_eq_add_neg]
```

## (c) The action of the second form

**Task.** Do the same for $S$:

$$S(x,y)=(Ax-wy,\;-wx-Ay).$$

**Solution.** The first block row is unchanged. The second is $(-w,-A)$, so the second component is the negative of the one in (b).

```lean
/-- The matrix `symForm A w` sends `(x, y)` to `(Ax - wy, -wx - Ay)`. -/
theorem symForm_mulVec (A : Matrix n n ℝ) (w : ℝ) (x y : n → ℝ) :
    symForm A w *ᵥ Sum.elim x y = Sum.elim (A *ᵥ x - w • y) (-(w • x) - A *ᵥ y) := by
  simp [symForm, fromBlocks_mulVec, neg_mulVec, smul_mulVec, sub_eq_add_neg]
```

## (d) Equivalence with the complex system

**Task.** For any real square $A$, show that $(A+iw)(x+iy)=b+ic$ holds exactly when $K(x,y)=(b,c)$, and exactly when

$$S(x,y)=(b,-c).$$

**Solution.** Multiply out, using $i^2=-1$:

$$(A+iw)(x+iy)=(Ax-wy)+i(wx+Ay).$$

Two complex vectors are equal when their real and imaginary parts are equal, so the system says $Ax-wy=b$ and $wx+Ay=c$. By (b) this is the system for $K$. Negating the second equation gives the system for $S$, by (c).

In the statement, `A.map (fun r => (r : ℂ))` is $A$ with its entries read as complex numbers. The step `key` is the displayed product, checked component by component. The four bullets are the two directions of the two equivalences. Existence of a solution is not part of the statement.

```lean
/-- The complex system `(A + iw)(x + iy) = b + ic` is equivalent to the real form with right-hand
side `(b, c)`, and also to the system of `symForm A w` with right-hand side `(b, -c)`. -/
theorem complex_system_iff (A : Matrix n n ℝ) (w : ℝ) (x y b c : n → ℝ) :
    ((A.map (fun r => (r : ℂ)) + ((w : ℂ) * Complex.I) • 1) *ᵥ complexVec x y
        = complexVec b c ↔ realForm A w *ᵥ Sum.elim x y = Sum.elim b c) ∧
    ((A.map (fun r => (r : ℂ)) + ((w : ℂ) * Complex.I) • 1) *ᵥ complexVec x y
        = complexVec b c ↔ symForm A w *ᵥ Sum.elim x y = Sum.elim b (-c)) := by
  -- separate the complex product into real and imaginary parts
  have key : (A.map (fun r => (r : ℂ)) + ((w : ℂ) * Complex.I) • 1) *ᵥ complexVec x y
      = complexVec (A *ᵥ x - w • y) (w • x + A *ᵥ y) := by
    funext i
    rw [add_mulVec, smul_mulVec, one_mulVec]
    apply Complex.ext <;>
      simp [complexVec, mulVec, dotProduct, Complex.re_sum, Complex.im_sum] <;> ring
  rw [key, realForm_mulVec, symForm_mulVec]
  refine ⟨⟨fun h => ?_, fun h => ?_⟩, ⟨fun h => ?_, fun h => ?_⟩⟩
  · have h1 : A *ᵥ x - w • y = b := funext fun i => congrArg Complex.re (congrFun h i)
    have h2 : w • x + A *ᵥ y = c := funext fun i => congrArg Complex.im (congrFun h i)
    rw [h1, h2]
  · have h1 : A *ᵥ x - w • y = b := funext fun i => congrFun h (Sum.inl i)
    have h2 : w • x + A *ᵥ y = c := funext fun i => congrFun h (Sum.inr i)
    rw [h1, h2]
  · have h1 : A *ᵥ x - w • y = b := funext fun i => congrArg Complex.re (congrFun h i)
    have h2 : w • x + A *ᵥ y = c := funext fun i => congrArg Complex.im (congrFun h i)
    rw [h1, ← h2, neg_add']
  · have h1 : A *ᵥ x - w • y = b := funext fun i => congrFun h (Sum.inl i)
    have h2 : -(w • x) - A *ᵥ y = -c := funext fun i => congrFun h (Sum.inr i)
    have h3 : w • x + A *ᵥ y = c := by rw [← neg_inj, neg_add', h2]
    rw [h1, h3]
```

## (e) The lower bound for the first form

**Task.** Suppose $x\cdot Ax\ge a\,x\cdot x$ for all $x$. Show that for every real $w$ and every stacked vector $v$

$$v\cdot Kv\ge a\,v\cdot v.$$

**Solution.** Write $v=(x,y)$. By (a) and (b),

$$v\cdot Kv=x\cdot Ax-w\,x\cdot y+w\,y\cdot x+y\cdot Ay=x\cdot Ax+y\cdot Ay .$$

The hypothesis for $x$ and for $y$ bounds this below by $a(x\cdot x+y\cdot y)=a\,v\cdot v$.

The code first splits `v` into its blocks. The rewrite `dotProduct_comm y x` makes the two coupling terms visibly opposite, and `linarith` adds the two bounds `h x` and `h y`. Neither the symmetry of $A$ nor the sign of $a$ is used.

```lean
/-- If `x·Ax ≥ a x·x` for all `x`, the real form obeys the same lower bound `a`,
whatever the shift `w`. -/
theorem realForm_coercive {A : Matrix n n ℝ} {a : ℝ}
    (h : ∀ x, a * (x ⬝ᵥ x) ≤ x ⬝ᵥ A *ᵥ x) (w : ℝ) (v : n ⊕ n → ℝ) :
    a * (v ⬝ᵥ v) ≤ v ⬝ᵥ realForm A w *ᵥ v := by
  obtain ⟨x, y, rfl⟩ : ∃ x y, v = Sum.elim x y :=
    ⟨v ∘ Sum.inl, v ∘ Sum.inr, (Sum.elim_comp_inl_inr v).symm⟩
  -- the two coupling terms cancel
  rw [realForm_mulVec, elim_dot, elim_dot]
  simp only [dotProduct_sub, dotProduct_add, dotProduct_smul, smul_eq_mul]
  rw [dotProduct_comm y x]
  linarith [h x, h y]
```

## (f) The square of the second form

**Task.** Show that squaring $S$ removes the coupling between the blocks:

$$S^2=\begin{pmatrix}A^2+w^2&0\\0&A^2+w^2\end{pmatrix}.$$

**Solution.** The upper left block is $A\cdot A+(-w)(-w)=A^2+w^2$. The upper right block is $A(-w)+(-w)(-A)=0$, because $w$ is a number and commutes with $A$. The lower left block is $(-w)A+(-A)(-w)=0$, and the lower right block is $(-w)(-w)+(-A)(-A)=w^2+A^2$.

The lemma `fromBlocks_multiply` produces these four expressions, and `congr 1` compares them one at a time.

```lean
/-- The square of `symForm A w` is block diagonal, with `A² + w²` in both blocks. -/
theorem symForm_sq (A : Matrix n n ℝ) (w : ℝ) :
    symForm A w * symForm A w =
      fromBlocks (A * A + w ^ 2 • 1) 0 0 (A * A + w ^ 2 • 1) := by
  rw [symForm, fromBlocks_multiply]
  congr 1 <;> simp [smul_smul, pow_two, add_comm]
```

## (g) Symmetry of the spectrum about zero

**Task.** Show that $S$ and $-S$ have the same characteristic polynomial:

$$\det(t+S)=\det(t-S).$$

**Solution.** Let $J=\begin{pmatrix}0&-1\\1&0\end{pmatrix}$ in block form, a quarter turn that sends $(x,y)$ to $(-y,x)$. Its inverse is $J^{-1}=\begin{pmatrix}0&1\\-1&0\end{pmatrix}$. Then

$$JS=\begin{pmatrix}w&A\\A&-w\end{pmatrix},\qquad
JSJ^{-1}=\begin{pmatrix}-A&w\\w&A\end{pmatrix}=-S .$$

Similar matrices have the same characteristic polynomial. The eigenvalues of $-S$ are the negatives of those of $S$, so $m$ and $-m$ occur in the spectrum of $S$ with equal multiplicity.

Here `h1` is $-S=(JS)J^{-1}$ and `h2` is $J^{-1}J=1$. The lemma `Matrix.charpoly_mul_comm` exchanges the two factors, which gives $J^{-1}JS=S$.

```lean
/-- The matrix `symForm A w` and its negative have the same characteristic polynomial: the spectrum
is symmetric about zero, multiplicities included. -/
theorem symForm_charpoly_neg (A : Matrix n n ℝ) (w : ℝ) :
    (-symForm A w).charpoly = (symForm A w).charpoly := by
  -- a quarter turn of the two components reverses the sign
  have h1 : -symForm A w =
      (fromBlocks 0 (-1) 1 0 * symForm A w) * fromBlocks 0 1 (-1) 0 := by
    simp [symForm, fromBlocks_multiply, fromBlocks_neg]
  have h2 : (fromBlocks 0 1 (-1) 0 : Matrix (n ⊕ n) (n ⊕ n) ℝ) *
      fromBlocks 0 (-1) 1 0 = 1 := by
    simp [fromBlocks_multiply, fromBlocks_one]
  rw [h1, Matrix.charpoly_mul_comm, ← mul_assoc, h2, one_mul]
```

## (h) The gap around zero

**Task.** Let $A$ be symmetric with $x\cdot Ax\ge a\,x\cdot x$ for all $x$ and $a\ge0$. Show that every eigenvalue $m$ of $S$ satisfies

$$m^2\ge a^2+w^2.$$

**Solution.** First, $A$ stretches every vector $z$ by at least $a$. From

$$0\le|Az-az|^2=|Az|^2-2a\,z\cdot Az+a^2|z|^2$$

and $a\,z\cdot Az\ge a^2|z|^2$, which uses $a\ge0$, it follows that $|Az|^2\ge a^2|z|^2$.

Next, for $v=(x,y)$,

$$|Sv|^2=|Ax-wy|^2+|wx+Ay|^2=|Ax|^2+|Ay|^2+w^2|v|^2-2w\,(Ax)\cdot y+2w\,x\cdot Ay .$$

The last two terms cancel because $A$ is symmetric, so $|Sv|^2\ge(a^2+w^2)|v|^2$. If $Sv=mv$ with $v\ne0$, the left side is $m^2|v|^2$, and division by $|v|^2>0$ gives the claim.

The steps `low` and `bound` are these two inequalities, `hs` is the symmetry relation $(Ax)\cdot y=x\cdot Ay$, and `hpos` is $|v|^2>0$. The eigenvalue `m` is taken real, which loses nothing for a real symmetric $S$.

```lean
/-- For symmetric `A` with `x·Ax ≥ a x·x` and `a ≥ 0`, every eigenvalue `m` of the symmetric
form satisfies `m² ≥ a² + w²`. -/
theorem symForm_gap {A : Matrix n n ℝ} (hA : A.IsSymm) {a : ℝ} (ha : 0 ≤ a)
    (h : ∀ x, a * (x ⬝ᵥ x) ≤ x ⬝ᵥ A *ᵥ x) (w : ℝ) {m : ℝ} {v : n ⊕ n → ℝ}
    (hv : v ≠ 0) (hm : symForm A w *ᵥ v = m • v) : a ^ 2 + w ^ 2 ≤ m ^ 2 := by
  have hpos : 0 < v ⬝ᵥ v :=
    lt_of_le_of_ne (Finset.sum_nonneg fun i _ => mul_self_nonneg (v i))
      (fun h0 => hv (dotProduct_self_eq_zero.mp h0.symm))
  -- `A` stretches every vector by at least `a`
  have low : ∀ z, a ^ 2 * (z ⬝ᵥ z) ≤ (A *ᵥ z) ⬝ᵥ (A *ᵥ z) := by
    intro z
    have h0 : 0 ≤ (A *ᵥ z - a • z) ⬝ᵥ (A *ᵥ z - a • z) :=
      Finset.sum_nonneg fun i _ => mul_self_nonneg _
    simp only [sub_dotProduct, dotProduct_sub, smul_dotProduct, dotProduct_smul,
      smul_eq_mul, dotProduct_comm (A *ᵥ z) z] at h0
    nlinarith [mul_le_mul_of_nonneg_left (h z) ha]
  -- hence the symmetric form stretches by at least `√(a² + w²)`
  have bound : (a ^ 2 + w ^ 2) * (v ⬝ᵥ v) ≤
      (symForm A w *ᵥ v) ⬝ᵥ (symForm A w *ᵥ v) := by
    obtain ⟨x, y, rfl⟩ : ∃ x y, v = Sum.elim x y :=
      ⟨v ∘ Sum.inl, v ∘ Sum.inr, (Sum.elim_comp_inl_inr v).symm⟩
    have hs : (A *ᵥ x) ⬝ᵥ y = x ⬝ᵥ A *ᵥ y := by
      rw [dotProduct_mulVec, ← mulVec_transpose, hA.eq]
    rw [symForm_mulVec, elim_dot, elim_dot]
    simp only [sub_dotProduct, dotProduct_sub, neg_dotProduct, dotProduct_neg,
      smul_dotProduct, dotProduct_smul, smul_eq_mul]
    rw [dotProduct_comm y (A *ᵥ x), dotProduct_comm (A *ᵥ y) x, hs]
    linarith [low x, low y]
  rw [hm, smul_dotProduct, dotProduct_smul, smul_eq_mul, smul_eq_mul] at bound
  exact le_of_mul_le_mul_right (by linarith) hpos
```

## (i) The two forms compared

**Task.** Let the index set be non-empty, $A$ symmetric and $a>0$. Collect the results of (e), (f) and (g), show that $S^{\mathsf T}=S$, and find stacked vectors $v_+$ and $v_-$ with

$$v_+\cdot Sv_+>0>v_-\cdot Sv_- .$$

**Solution.** Transposing $S$ transposes the diagonal blocks and exchanges the off-diagonal ones. The former are symmetric and the latter are both $-w$, so $S^{\mathsf T}=S$.

For the signs, let $u$ have all $N$ components equal to one, where $N\ge1$ is the size of $A$. Then $u\cdot u=N$ and $u\cdot Au\ge aN>0$. By (c), the form of $S$ is $u\cdot Au$ at $v_+=(u,0)$ and $-u\cdot Au$ at $v_-=(0,u)$. After normalisation by $\sqrt N$ the two values are at least $a$ and at most $-a$.

In the theorem `hA` is the symmetry of $A$, `h` the lower bound, and `[Nonempty n]` supplies $N\ge1$. The conclusion lists the bound for $K$, then the symmetry, the square, the characteristic polynomial and the two signs for $S$.

```lean
/-- Let `A` be real symmetric of non-zero size with `x·Ax ≥ a x·x`, `a > 0`. The real form of
`A + iw` keeps the lower bound `a`, whereas the symmetric form has square
`diag(A² + w², A² + w²)`, a spectrum symmetric about zero, and an indefinite quadratic form. -/
theorem coercive_versus_indefinite [Nonempty n] {A : Matrix n n ℝ} (hA : A.IsSymm)
    {a : ℝ} (ha : 0 < a) (h : ∀ x, a * (x ⬝ᵥ x) ≤ x ⬝ᵥ A *ᵥ x) (w : ℝ) :
    (∀ v, a * (v ⬝ᵥ v) ≤ v ⬝ᵥ realForm A w *ᵥ v) ∧
    (symForm A w).IsSymm ∧
    symForm A w * symForm A w =
      fromBlocks (A * A + w ^ 2 • 1) 0 0 (A * A + w ^ 2 • 1) ∧
    (-symForm A w).charpoly = (symForm A w).charpoly ∧
    (∃ v, 0 < v ⬝ᵥ symForm A w *ᵥ v) ∧ (∃ v, v ⬝ᵥ symForm A w *ᵥ v < 0) := by
  obtain ⟨u, hu⟩ : ∃ u : n → ℝ, 0 < u ⬝ᵥ u :=
    ⟨fun _ => 1, by simp [dotProduct, Fintype.card_pos]⟩
  have hAu : 0 < u ⬝ᵥ A *ᵥ u := lt_of_lt_of_le (mul_pos ha hu) (h u)
  refine ⟨realForm_coercive h w, ?_, symForm_sq A w, symForm_charpoly_neg A w,
    ⟨Sum.elim u 0, ?_⟩, ⟨Sum.elim 0 u, ?_⟩⟩
  · unfold Matrix.IsSymm symForm
    rw [fromBlocks_transpose]
    simp [hA.eq]
  -- the two diagonal blocks `A` and `-A` supply the two signs
  · rw [symForm_mulVec, elim_dot]
    simpa using hAu
  · rw [symForm_mulVec, elim_dot]
    simpa using hAu

end ShiftedRealForms
```

```lean
#print axioms ShiftedRealForms.complex_system_iff
#print axioms ShiftedRealForms.symForm_gap
#print axioms ShiftedRealForms.coercive_versus_indefinite
```

```
'ShiftedRealForms.complex_system_iff' depends on axioms: [propext, Classical.choice, Quot.sound]
'ShiftedRealForms.symForm_gap' depends on axioms: [propext, Classical.choice, Quot.sound]
'ShiftedRealForms.coercive_versus_indefinite' depends on axioms: [propext, Classical.choice, Quot.sound]
```

## One residual step with each form

An iterative solver needs neither block matrix in storage. It computes $p=Ax$ and $q=Ay$, then returns $(p-wy,\;wx+q)$ for $K$ or $(p-wy,\;-wx-q)$ for $S$. The cost is two real products with $A$ in both cases, and the right-hand side is $(b,c)$ or $(b,-c)$.

The difference shows in a single minimal-residual step. With $M$ standing for $K$ or $S$ and a current residual $r\neq0$, the solution is updated by $tr$, and the best $t$ is $r\cdot Mr/|Mr|^2$. The new residual $r'$ satisfies

$$|r'|^2=|r|^2-\frac{(r\cdot Mr)^2}{|Mr|^2}.$$

For $M=K$ the bound in (e) makes $r\cdot Kr$ positive, so every such step reduces the residual. For $M=S$ the step can stall: with $A=(\alpha)$ and $w=0$, the residual $r=(1,1)$ has $r\cdot Sr=0$. MINRES, which is designed for symmetric matrices that may be indefinite, minimises over a growing Krylov space and uses the symmetry of $S$ to keep its recurrence short. GMRES in its standard form, which can be applied to $K$, makes no use of symmetry and stores its basis vectors. This solver comparison is an informal supplement to the matrix statements in (a) to (i).
